# Cutting off remote levels in the second-order momentum sum of the lowest level: sign and bound of the error in a finite basis

## Can the error from omitted bands be bounded without knowing those bands?

To state this precisely I first have to decide what $(p^2)_{oo}$ means, and I am willing to take it as the diagonal element of the square of a finite Hermitian matrix $p$ of momentum elements between bands. With band energies $E_m$ and a lowest, nondegenerate level $o$, I need $S = 2\sum_{m\ne o}|p_{mo}|^2/(E_o-E_m)$, but I drop every level with $E_m \ge E_c$ for a cutoff $E_c > E_o$. I believe that the error, meaning the full sum minus the truncated one, is never positive and that its modulus is at most $2\big((p^2)_{oo} - \sum_{E_m<E_c}|p_{mo}|^2\big)/(E_c-E_o)$, with $o$ itself among the retained levels. Can this be made rigorous and machine-checked?

## The error as a sum over omitted levels

Yes, for a finite set of levels. For independent electrons in a local periodic potential, with $p$ one Cartesian component of momentum at a fixed wave vector and $m_e$ the free-electron mass, the effective mass $m^*$ of a nondegenerate band along that direction obeys $m_e/m^* = 1 + S/m_e$ when the sum in $S$ runs over all bands at that wave vector. With a finite set of levels the same formula gives the mass of the finite band model, so a bound on the error in $S$, divided by $m_e^2$, is a bound on the error in $1/m^*$ within that model.

Write $S_c$ for the sum $S$ restricted to $m \ne o$ with $E_m<E_c$, and define the remote weight

$$W = \operatorname{Re}(p^2)_{oo} - \sum_{E_m<E_c}|p_{mo}|^2 .$$

Hermiticity gives $p_{om} = \overline{p_{mo}}$, hence the closure relation

$$(p^2)_{oo} = \sum_m p_{om}\,p_{mo} = \sum_m |p_{mo}|^2 .$$

Every level has either $E_m<E_c$ or $E_m\ge E_c$, so subtracting the retained terms leaves $W = \sum_{E_m\ge E_c}|p_{mo}|^2$. The omitted levels need not be computed to find $W$: if the levels are all the orthonormal eigenvectors of a Hamiltonian matrix in a finite orthonormal basis, then $(p^2)_{oo}$ is the squared norm of the vector obtained by applying the momentum matrix in that basis to the eigenvector of $o$. This last remark is not part of the Lean file.

In $S-S_c$ the retained terms cancel. Because $E_o<E_c$, the level $o$ is never omitted, and the condition $m\neq o$ is automatic in what remains:

$$S - S_c = -2\sum_{E_m\ge E_c}\frac{|p_{mo}|^2}{E_m-E_o}.$$

Each omitted gap satisfies $E_m-E_o\ge E_c-E_o>0$. Every term of the sum is therefore nonnegative, so $S-S_c\le 0$, and the modulus is the same expression without the minus sign. Replacing each denominator by the smaller number $E_c-E_o$ gives

$$|S-S_c| \le 2\sum_{E_m\ge E_c}\frac{|p_{mo}|^2}{E_c-E_o} = \frac{2W}{E_c-E_o}.$$

Since the comparison is term by term, equality holds exactly when each term is unchanged, that is, when every omitted level has $p_{mo}=0$ or $E_m=E_c$. So far the ordering of the retained levels has played no part. If $o$ is the lowest level and nondegenerate, every denominator $E_o-E_m$ with $m\ne o$ is negative, so $S_c\le 0$, and raising the cutoff only adds nonpositive terms.

## The Lean file

```lean
import Mathlib

open Finset

namespace RemoteBandTruncation

noncomputable section

variable {n : Type*} [Fintype n] [DecidableEq n]

/-- The second-order sum `2 ∑_{m ≠ o} |p_{mo}|² / (E_o - E_m)` over all levels. -/
def fullSum (p : Matrix n n ℂ) (E : n → ℝ) (o : n) : ℝ :=
  2 * ∑ m ∈ univ.erase o, ‖p m o‖ ^ 2 / (E o - E m)

/-- The second-order sum restricted to the levels `m ≠ o` below the cutoff, `E_m < Ec`. -/
def truncSum (p : Matrix n n ℂ) (E : n → ℝ) (o : n) (Ec : ℝ) : ℝ :=
  2 * ∑ m ∈ (univ.erase o).filter (fun m => E m < Ec), ‖p m o‖ ^ 2 / (E o - E m)

/-- The real part of `(p²)_{oo}` minus the sum of `|p_{mo}|²` over all levels below the
cutoff. -/
def remoteWeight (p : Matrix n n ℂ) (E : n → ℝ) (o : n) (Ec : ℝ) : ℝ :=
  ((p * p) o o).re - ∑ m ∈ univ.filter (fun m => E m < Ec), ‖p m o‖ ^ 2

omit [DecidableEq n] in
/-- Closure relation: for Hermitian `p`, `(p²)_{oo} = ∑_m |p_{mo}|²`. -/
theorem sq_diag {p : Matrix n n ℂ} (hp : p.IsHermitian) (o : n) :
    (p * p) o o = ((∑ m, ‖p m o‖ ^ 2 : ℝ) : ℂ) := by
  rw [Matrix.mul_apply]
  push_cast
  refine sum_congr rfl fun m _ => ?_
  rw [← hp.apply o m]
  exact Complex.conj_mul' _

omit [DecidableEq n] in
/-- For Hermitian `p` the remote weight is the sum of `|p_{mo}|²` over the omitted levels
`E_m ≥ Ec`. -/
theorem remoteWeight_eq {p : Matrix n n ℂ} (hp : p.IsHermitian) (E : n → ℝ) (o : n) (Ec : ℝ) :
    remoteWeight p E o Ec = ∑ m ∈ univ.filter (fun m => Ec ≤ E m), ‖p m o‖ ^ 2 := by
  unfold remoteWeight
  rw [sq_diag hp, Complex.ofReal_re, sum_filter, sum_filter, ← sum_sub_distrib]
  refine sum_congr rfl fun m _ => ?_
  by_cases h : E m < Ec
  · rw [if_pos h, if_neg (not_le.mpr h), sub_self]
  · rw [if_neg h, if_pos (not_lt.mp h), sub_zero]

/-- For a cutoff above `E_o` the truncation error is
`-2 ∑_{E_m ≥ Ec} |p_{mo}|² / (E_m - E_o)`. -/
theorem error_eq (p : Matrix n n ℂ) (E : n → ℝ) (o : n) {Ec : ℝ} (hc : E o < Ec) :
    fullSum p E o - truncSum p E o Ec
      = -(2 * ∑ m ∈ univ.filter (fun m => Ec ≤ E m), ‖p m o‖ ^ 2 / (E m - E o)) := by
  -- the reference level is never omitted
  have hs : univ.filter (fun m => Ec ≤ E m) = (univ.erase o).filter (fun m => Ec ≤ E m) := by
    ext m
    simp only [mem_filter, mem_univ, mem_erase, true_and, and_true]
    constructor
    · intro h
      refine ⟨fun e => ?_, h⟩
      rw [e] at h
      linarith
    · exact fun h => h.2
  unfold fullSum truncSum
  rw [hs, ← mul_sub, sum_filter, sum_filter, ← sum_sub_distrib, ← mul_neg, ← sum_neg_distrib]
  congr 1
  refine sum_congr rfl fun m _ => ?_
  by_cases h : E m < Ec
  · rw [if_pos h, if_neg (not_le.mpr h), sub_self, neg_zero]
  · rw [if_neg h, if_pos (not_lt.mp h), sub_zero, ← div_neg, neg_sub]

/-- For a cutoff above `E_o` the truncation error is nonpositive and its modulus is
`2 ∑_{E_m ≥ Ec} |p_{mo}|² / (E_m - E_o)`. -/
theorem error_sign_abs (p : Matrix n n ℂ) (E : n → ℝ) (o : n) {Ec : ℝ} (hc : E o < Ec) :
    fullSum p E o - truncSum p E o Ec ≤ 0 ∧
    |fullSum p E o - truncSum p E o Ec|
      = 2 * ∑ m ∈ univ.filter (fun m => Ec ≤ E m), ‖p m o‖ ^ 2 / (E m - E o) := by
  have hS : 0 ≤ 2 * ∑ m ∈ univ.filter (fun m => Ec ≤ E m), ‖p m o‖ ^ 2 / (E m - E o) := by
    refine mul_nonneg (by norm_num) (sum_nonneg fun m hm => ?_)
    have h : Ec ≤ E m := (mem_filter.mp hm).2
    exact div_nonneg (sq_nonneg _) (by linarith)
  rw [error_eq p E o hc]
  exact ⟨by linarith, by rw [abs_neg, abs_of_nonneg hS]⟩

/-- Remote-band truncation: for Hermitian `p`, strictly lowest (nondegenerate) level `o` and cutoff
`Ec > E_o`, the error and the truncated sum are nonpositive, and the modulus of the error is at most
`2 · remoteWeight / (Ec - E_o)`. -/
theorem truncation_bound {p : Matrix n n ℂ} (hp : p.IsHermitian) (E : n → ℝ) (o : n)
    (hlow : ∀ m, m ≠ o → E o < E m) {Ec : ℝ} (hc : E o < Ec) :
    fullSum p E o - truncSum p E o Ec ≤ 0 ∧ truncSum p E o Ec ≤ 0 ∧
    |fullSum p E o - truncSum p E o Ec| ≤ 2 * remoteWeight p E o Ec / (Ec - E o) := by
  obtain ⟨h1, h2⟩ := error_sign_abs p E o hc
  refine ⟨h1, ?_, ?_⟩
  · have hS : ∑ m ∈ (univ.erase o).filter (fun m => E m < Ec),
        ‖p m o‖ ^ 2 / (E o - E m) ≤ 0 := by
      refine sum_nonpos fun m hm => ?_
      have h := hlow m (mem_erase.mp (mem_filter.mp hm).1).1
      exact div_nonpos_iff.mpr (Or.inl ⟨sq_nonneg _, by linarith⟩)
    unfold truncSum
    linarith
  · rw [h2, remoteWeight_eq hp, mul_div_assoc, sum_div]
    -- every omitted gap is at least `Ec - E o`
    refine mul_le_mul_of_nonneg_left (sum_le_sum fun m hm => ?_) (by norm_num)
    have h : Ec ≤ E m := (mem_filter.mp hm).2
    exact div_le_div_of_nonneg_left (sq_nonneg _) (by linarith) (by linarith)

/-- For Hermitian `p` and `Ec > E_o` the modulus of the error equals
`2 · remoteWeight / (Ec - E_o)` exactly when every omitted level with `p_{mo} ≠ 0` has
`E_m = Ec`. -/
theorem truncation_bound_eq_iff {p : Matrix n n ℂ} (hp : p.IsHermitian) (E : n → ℝ) (o : n)
    {Ec : ℝ} (hc : E o < Ec) :
    |fullSum p E o - truncSum p E o Ec| = 2 * remoteWeight p E o Ec / (Ec - E o) ↔
      ∀ m, Ec ≤ E m → p m o ≠ 0 → E m = Ec := by
  have hle : ∀ m ∈ univ.filter (fun m => Ec ≤ E m),
      ‖p m o‖ ^ 2 / (E m - E o) ≤ ‖p m o‖ ^ 2 / (Ec - E o) := by
    intro m hm
    have h : Ec ≤ E m := (mem_filter.mp hm).2
    exact div_le_div_of_nonneg_left (sq_nonneg _) (by linarith) (by linarith)
  -- equality of the sums forces equality term by term
  rw [(error_sign_abs p E o hc).2, remoteWeight_eq hp, mul_div_assoc, sum_div,
    mul_right_inj' (two_ne_zero : (2 : ℝ) ≠ 0), sum_eq_sum_iff_of_le hle]
  constructor
  · intro h m hm hpm
    have h1 := h m (mem_filter.mpr ⟨mem_univ m, hm⟩)
    have hA : E m - E o ≠ 0 := ne_of_gt (by linarith)
    have hB : Ec - E o ≠ 0 := ne_of_gt (by linarith)
    have hw : ‖p m o‖ ^ 2 ≠ 0 := pow_ne_zero 2 (norm_ne_zero_iff.mpr hpm)
    rw [div_eq_div_iff hA hB] at h1
    have h2 := mul_left_cancel₀ hw h1
    linarith
  · intro h m hm
    by_cases hpm : p m o = 0
    · simp [hpm]
    · rw [h m (mem_filter.mp hm).2 hpm]

/-- For a strictly lowest (nondegenerate) level `o`, raising the cutoff does not increase the
truncated sum. -/
theorem truncSum_antitone (p : Matrix n n ℂ) (E : n → ℝ) (o : n)
    (hlow : ∀ m, m ≠ o → E o < E m) {Ec Ec' : ℝ} (h : Ec ≤ Ec') :
    truncSum p E o Ec' ≤ truncSum p E o Ec := by
  unfold truncSum
  rw [sum_filter, sum_filter]
  refine mul_le_mul_of_nonneg_left (sum_le_sum fun m hm => ?_) (by norm_num)
  have hm' := hlow m (mem_erase.mp hm).1
  by_cases h1 : E m < Ec
  · rw [if_pos h1, if_pos (lt_of_lt_of_le h1 h)]
  · rw [if_neg h1]
    by_cases h2 : E m < Ec'
    · rw [if_pos h2]
      exact div_nonpos_iff.mpr (Or.inl ⟨sq_nonneg _, by linarith⟩)
    · rw [if_neg h2]

/-- A momentum matrix coupling level `0` with unit strength to levels `1` and `2`. -/
def p3 : Matrix (Fin 3) (Fin 3) ℂ := !![0, 1, 1; 1, 0, 0; 1, 0, 0]

/-- Three equally spaced levels `0, 1, 2`. -/
def E3 : Fin 3 → ℝ := ![0, 1, 2]

/-- The three-level model with cutoff `2` has Hermitian `p`, lowest level `0` below the cutoff,
error `-1` and bound `1`. -/
theorem truncation_bound_witness :
    p3.IsHermitian ∧ (∀ m, m ≠ 0 → E3 0 < E3 m) ∧ E3 0 < 2 ∧
    fullSum p3 E3 0 - truncSum p3 E3 0 2 = -1 ∧
    2 * remoteWeight p3 E3 0 2 / (2 - E3 0) = 1 := by
  have hp : p3.IsHermitian := by
    ext i j
    fin_cases i <;> fin_cases j <;> simp [p3, Matrix.conjTranspose_apply]
  have hc : E3 0 < 2 := by simp [E3]
  refine ⟨hp, ?_, hc, ?_, ?_⟩
  · intro m hm
    fin_cases m
    · exact absurd rfl hm
    · simp [E3]
    · simp [E3]
  · rw [error_eq p3 E3 0 hc, sum_filter, Fin.sum_univ_three]
    simp [p3, E3]
  · rw [remoteWeight_eq hp, sum_filter, Fin.sum_univ_three]
    simp [p3, E3]

end

end RemoteBandTruncation
```

```lean
#print axioms RemoteBandTruncation.truncation_bound
-- 'RemoteBandTruncation.truncation_bound' depends on axioms: [propext, Classical.choice, Quot.sound]
#print axioms RemoteBandTruncation.truncation_bound_eq_iff
-- 'RemoteBandTruncation.truncation_bound_eq_iff' depends on axioms: [propext, Classical.choice, Quot.sound]
#print axioms RemoteBandTruncation.truncSum_antitone
-- 'RemoteBandTruncation.truncSum_antitone' depends on axioms: [propext, Classical.choice, Quot.sound]
```

## How the definitions and hypotheses map to the bands

The type `n` is the finite set of levels, `E : n → ℝ` holds the energies, `o` is the reference level, and `p m o` is $p_{mo}$, so `‖p m o‖ ^ 2` is $|p_{mo}|^2$. The definitions `fullSum`, `truncSum` and `remoteWeight` are $S$, $S_c$ and $W$; `univ.erase o` is the set $m\ne o$. The factor 2 is included in `fullSum` and `truncSum`, and $1/m_e$ is left out. A level exactly at the cutoff counts as omitted. The energies and the matrix are independent inputs: no Hamiltonian appears, the levels are not derived as eigenstates of one, and the effective-mass formula is not part of any theorem.

`truncation_bound` reads: if `hp : p.IsHermitian`, if `hlow` says that $E_o<E_m$ for all $m\ne o$ (the reference band is lowest and nondegenerate), and if `hc` says that $E_o<E_c$ (the reference band is kept), then $S-S_c\le0$, $S_c\le0$ and $|S-S_c|\le 2W/(E_c-E_o)$. Together these place $S$ between $S_c-2W/(E_c-E_o)$ and $S_c$. `truncation_bound_eq_iff` gives the equality condition under `hp` and `hc` alone. `truncSum_antitone` states that $E_c\le E_c'$ implies $S_{c'}\le S_c$, where $S_{c'}$ is the truncated sum for a second cutoff $E_c'$, under `hlow` alone. In the theorems without `hlow`, a level degenerate with $o$ contributes a division by zero that Lean sets to 0, and under `hc` that term is retained and cancels in the error.

`truncation_bound_witness` treats levels $0,1,2$ with energies `E3` equal to $0,1,2$, reference level $0$, couplings $p_{10}=p_{20}=1$ in `p3` and cutoff $2$. It verifies the three hypotheses and finds error $-1$ and bound $1$. The single omitted level sits at the cutoff, which is the equality case: the error is $-2\cdot 1/2$, and $W=2-1=1$ gives $2W/2=1$.

## How the proofs follow the derivation

`sq_diag` is the closure relation: `Matrix.mul_apply` expands the product, `hp.apply o m` replaces $p_{om}$ by the conjugate of $p_{mo}$, and `Complex.conj_mul'` turns each term into a squared modulus. `remoteWeight_eq` writes both restricted sums as sums over all levels with `sum_filter`, merges them, and checks each level in the two cases of `E m < Ec`.

`error_eq` is the cancellation. Its step `hs` shows that the omitted set is unchanged by removing $o$, because $E_c\le E_o$ would contradict `hc`. The same case split then gives zero for a retained level and the sign-reversed denominator for an omitted one. `error_sign_abs` adds `hS`, the nonnegativity of the omitted sum, from which both the sign and the modulus follow. Neither lemma assumes Hermiticity.

In `truncation_bound` the first claim is taken from `error_sign_abs`. The second uses `hlow` through `sum_nonpos`, and this is the only place in that proof where `hlow` enters. For the third, `sum_div` distributes $E_c-E_o$ over the terms of $W$, and `div_le_div_of_nonneg_left` is the comparison of denominators. `truncation_bound_eq_iff` applies `sum_eq_sum_iff_of_le` to the termwise inequality `hle`, so that equal sums mean equal terms; cancelling a nonzero $|p_{mo}|^2$ with `mul_left_cancel₀` yields $E_m=E_c$, and the converse splits on `p m o = 0`. `truncSum_antitone` compares level by level: kept under both cutoffs, newly kept with a nonpositive term, or kept under neither.

## A countable basis, and two small counter-examples

What follows is ordinary reasoning that the file does not contain. A version with a complete countable basis would read $(p^2)_{oo}$ as $\|\hat p\,\psi_o\|^2$ for the momentum operator $\hat p$ and the reference state $\psi_o$. It would require $\psi_o$ to lie in the domain of $\hat p$, closure would become Parseval's identity, and the termwise comparison would be made between convergent series. The distinction affects use: `(p * p) o o` sums only over the levels in `n`, so it falls short of $\|\hat p\,\psi_o\|^2$ whenever $\psi_o$ couples to states outside the basis, and the theorem says nothing about the error due to those states.

Without Hermiticity the bound can fail. Take two levels with $E_0=0$, $E_1=1$, $o=0$, $E_c=1$, $p_{10}=1$ and all other elements zero. Then $(p^2)_{00}=p_{01}p_{10}=0$, so $W=0$ and the bound is $0$, while $S-S_c=-2$.

Without `hlow` the sum $S_c$ can be positive. With $E_0=0$, $E_1=-1$, $o=0$, $p_{01}=p_{10}=1$, zero diagonal and $E_c=1$, one has $S_c=+2$. This is the situation of a conduction band above a valence band, where `truncation_bound` as stated does not apply but `error_sign_abs`, `remoteWeight_eq` and `truncation_bound_eq_iff` do.
